# The pairing Hamiltonian conserves particle number and the occupation imbalance of every level

The pairing Hamiltonian H used here has two fermion modes on every level. It consists of level energies and an interaction that takes a pair out of one level and puts it into the same or another level. Before diagonalising H, a code can sort the occupation-number basis by total particle number and by the difference of the two occupations on each level, then build each block separately. This is legitimate because all these quantities commute with H, whatever the level energies and pair couplings.

## The conserved quantities and the commutator behind them

Each level k of a finite set has two fermion modes, with annihilators a_k and b_k, for example spin up and spin down or two time-reversed partners. A dagger denotes the adjoint. With complex level energies e_k and couplings G_kl,

H = Σ_k e_k (a_k† a_k + b_k† b_k) − Σ_kl G_kl P_kl

P_kl = a_k† b_k† b_l a_l

The operator P_kl moves a pair from level l to level k. The conserved operators are

N = Σ_k (a_k† a_k + b_k† b_k)

S_m = a_m† a_m − b_m† b_m, for every level m.

Both are special cases of a weighted charge. Write c_p for any of the modes, give it a complex weight w_p, and let W_k be the sum of the two weights on level k. Then

Q = Σ_p w_p c_p† c_p

[Q, H] = Σ_kl G_kl (W_l − W_k) P_kl

## Block sizes and a test for the matrix builder

For this finite model with pair hopping as its only interaction, the symmetry shrinks exact diagonalisation considerably. A level with S_m = ±1 holds one particle, and a level with S_m = 0 holds none or two. With 10 levels and 10 particles there are 184756 basis states, but the block with every S_m = 0 has only 252.

The same fact gives a test: a nonzero matrix element between different blocks points to an error in the operators or their indices. The test cannot detect wrong values of e_k or G_kl, since the commutators vanish for all of them.

## Counting the charge carried by each term

The modes satisfy the canonical anticommutation relations

c_p c_q + c_q c_p = 0

c_p c_q† + c_q† c_p = δ_pq

For any operator X, expanding the right-hand side confirms that

[c_p† c_p, X] = c_p† (c_p X + X c_p) − (X c_p† + c_p† X) c_p

For X = c_q the first bracket vanishes and the second is δ_pq. For X = c_q† the first is δ_pq, and the second vanishes by the adjoint of the first relation. Multiplying by w_p and summing over p gives

[Q, c_q] = −w_q c_q

[Q, c_q†] = w_q c_q†

If [Q, X] = x X and [Q, Y] = y Y, then

[Q, XY] = [Q, X] Y + X [Q, Y] = (x + y) XY

so charge shifts add under multiplication. Each occupation operator c_q† c_q has shift w_q − w_q = 0, and the one-body part of H drops out. The pair hop gains both weights of level k and loses both weights of level l:

[Q, P_kl] = (W_k − W_l) P_kl

The minus sign in front of the interaction turns this into the formula for [Q, H]. It vanishes when W_k is the same on all levels. For N every weight is 1, so W_k = 2. For S_m the weights are +1 on a_m, −1 on b_m and 0 elsewhere, so W_k = 0.

**One level.** Only k = l remains, so every weighted charge is conserved, including the two occupations separately. Here H = e (a† a + b† b) − G a† a b† b.

**Two levels with numbers.** Take levels 0 and 1, e_0 = 1, e_1 = 2 and all G_kl = 0.5. Let |0⟩ and |1⟩ be the states a_k† b_k† |vac⟩ with the pair on level 0 or 1. Then

H |1⟩ = (2·2 − 0.5) |1⟩ − 0.5 |0⟩ = 3.5 |1⟩ − 0.5 |0⟩

Both states have N = 2 and S_0 = S_1 = 0, as they must. The single occupation Q = a_0† a_0 has W_0 = 1 and W_1 = 0, and is not conserved:

[Q, H] |1⟩ = Q H |1⟩ − H Q |1⟩ = −0.5 |0⟩

The formula gives the same result, −G_01 P_01 |1⟩ = −0.5 |0⟩.

## The Lean file

```lean
import Mathlib

open Finset

namespace PairingConservation

noncomputable section

/-- Canonical anticommutation relations for a family of annihilation operators `c p`,
with creation operators `star (c p)`. -/
structure IsCAR {κ A : Type*} [DecidableEq κ] [Ring A] [StarRing A] (c : κ → A) : Prop where
  anti : ∀ p q, c p * c q + c q * c p = 0
  mixed : ∀ p q, c p * star (c q) + star (c q) * c p = if p = q then 1 else 0

section Algebra

variable {κ ι A : Type*} [Fintype κ] [DecidableEq κ] [Fintype ι] [DecidableEq ι]
  [Ring A] [StarRing A] [Algebra ℂ A]

/-- The operator `X` shifts the charge `Q` by `q`: `[Q, X] = q X`. -/
def HasCharge (Q X : A) (q : ℂ) : Prop := Q * X - X * Q = q • X

/-- The weighted sum of mode occupations, `∑ w_p c_p* c_p`. -/
def charge (c : κ → A) (w : κ → ℂ) : A := ∑ p, w p • (star (c p) * c p)

/-- The total number operator of the two species `a` and `b`. -/
def totalNumber (a b : ι → A) : A := ∑ k, (star (a k) * a k + star (b k) * b k)

/-- The occupation imbalance `a_m* a_m - b_m* b_m` of level `m`. -/
def imbalance (a b : ι → A) (m : ι) : A := star (a m) * a m - star (b m) * b m

/-- The pair hop `a_k* b_k* b_l a_l` from level `l` to level `k`. -/
def pairHop (a b : ι → A) (k l : ι) : A := star (a k) * star (b k) * b l * a l

/-- The pairing Hamiltonian with level energies `e` and pair couplings `G`. -/
def hamiltonian (a b : ι → A) (e : ι → ℂ) (G : ι → ι → ℂ) : A :=
  ∑ k, e k • (star (a k) * a k + star (b k) * b k) - ∑ k, ∑ l, G k l • pairHop a b k l

omit [StarRing A] in
/-- Charge shifts add when operators are multiplied. -/
theorem HasCharge.mul {Q X Y : A} {x y : ℂ} (hX : HasCharge Q X x) (hY : HasCharge Q Y y) :
    HasCharge Q (X * Y) (x + y) := by
  unfold HasCharge at *
  have key : Q * (X * Y) - X * Y * Q = (Q * X - X * Q) * Y + X * (Q * Y - Y * Q) := by
    noncomm_ring
  rw [key, hX, hY, smul_mul_assoc, mul_smul_comm, add_smul]

/-- For CAR modes, annihilating mode `q` lowers the weighted charge by `w q`, and creating
it raises the charge by `w q`. -/
theorem charge_mode {c : κ → A} (h : IsCAR c) (w : κ → ℂ) (q : κ) :
    HasCharge (charge c w) (c q) (-w q) ∧ HasCharge (charge c w) (star (c q)) (w q) := by
  -- a commutator with an occupation number reduces to anticommutators
  have key : ∀ p X, star (c p) * c p * X - X * (star (c p) * c p)
      = star (c p) * (c p * X + X * c p) - (X * star (c p) + star (c p) * X) * c p := by
    intro p X
    noncomm_ring
  have h1 : ∀ p, star (c p) * c p * c q - c q * (star (c p) * c p)
      = if p = q then -c q else 0 := by
    intro p
    rw [key, h.anti, h.mixed]
    by_cases hpq : p = q
    · subst hpq
      simp
    · simp [hpq, Ne.symm hpq]
  have h2 : ∀ p, star (c p) * c p * star (c q) - star (c q) * (star (c p) * c p)
      = if p = q then star (c q) else 0 := by
    intro p
    have hs : star (c q) * star (c p) + star (c p) * star (c q) = 0 := by
      rw [← star_mul, ← star_mul, ← star_add, h.anti, star_zero]
    rw [key, hs, h.mixed]
    by_cases hpq : p = q
    · subst hpq
      simp
    · simp [hpq]
  constructor
  · simp only [HasCharge, charge, sum_mul, mul_sum, smul_mul_assoc, mul_smul_comm]
    rw [← sum_sub_distrib]
    simp only [← smul_sub, h1]
    simp
  · simp only [HasCharge, charge, sum_mul, mul_sum, smul_mul_assoc, mul_smul_comm]
    rw [← sum_sub_distrib]
    simp only [← smul_sub, h2]
    simp

variable {a b : ι → A}

/-- For CAR modes, the commutator of a weighted charge with the pairing Hamiltonian is a sum
of pair hops, each multiplied by its coupling and the difference of the pair weights. -/
theorem charge_commutator (h : IsCAR (Sum.elim a b)) (w : ι ⊕ ι → ℂ)
    (e : ι → ℂ) (G : ι → ι → ℂ) :
    charge (Sum.elim a b) w * hamiltonian a b e G
      - hamiltonian a b e G * charge (Sum.elim a b) w
    = ∑ k, ∑ l, (G k l * ((w (.inl l) + w (.inr l)) - (w (.inl k) + w (.inr k))))
        • pairHop a b k l := by
  have hA := fun k => charge_mode h w (.inl k)
  have hB := fun k => charge_mode h w (.inr k)
  simp only [Sum.elim_inl, Sum.elim_inr] at hA hB
  generalize charge (Sum.elim a b) w = Q at *
  -- one-body terms carry no charge
  have hn : ∀ k, Q * (star (a k) * a k + star (b k) * b k)
      - (star (a k) * a k + star (b k) * b k) * Q = 0 := by
    intro k
    have h1 := (hA k).2.mul (hA k).1
    have h2 := (hB k).2.mul (hB k).1
    simp only [HasCharge, add_neg_cancel, zero_smul] at h1 h2
    rw [mul_add, add_mul, add_sub_add_comm, h1, h2, add_zero]
  -- a pair hop carries the difference of the pair weights
  have hT : ∀ k l, Q * pairHop a b k l - pairHop a b k l * Q
      = (w (.inl k) + w (.inr k) + -w (.inr l) + -w (.inl l)) • pairHop a b k l :=
    fun k l => (((hA k).2.mul (hB k).2).mul (hB l).1).mul (hA l).1
  have key : Q * hamiltonian a b e G - hamiltonian a b e G * Q
      = ∑ k, e k • (Q * (star (a k) * a k + star (b k) * b k)
          - (star (a k) * a k + star (b k) * b k) * Q)
        - ∑ k, ∑ l, G k l • (Q * pairHop a b k l - pairHop a b k l * Q) := by
    simp only [hamiltonian, mul_sub, sub_mul, mul_sum, sum_mul, mul_smul_comm,
      smul_mul_assoc, smul_sub, sum_sub_distrib]
    abel
  rw [key]
  simp only [hn, smul_zero, sum_const_zero, zero_sub, ← sum_neg_distrib]
  refine sum_congr rfl fun k _ => sum_congr rfl fun l _ => ?_
  rw [hT]
  module

/-- For CAR modes, a weighted charge is conserved if a pair carries the same weight on
every level. -/
theorem charge_conserved (h : IsCAR (Sum.elim a b)) (w : ι ⊕ ι → ℂ)
    (hw : ∀ k l, w (.inl k) + w (.inr k) = w (.inl l) + w (.inr l))
    (e : ι → ℂ) (G : ι → ι → ℂ) :
    Commute (charge (Sum.elim a b) w) (hamiltonian a b e G) := by
  refine sub_eq_zero.mp ((charge_commutator h w e G).trans ?_)
  refine sum_eq_zero fun k _ => sum_eq_zero fun l _ => ?_
  rw [hw l k, sub_self, mul_zero, zero_smul]

/-- For CAR modes, the pairing Hamiltonian with arbitrary coefficients commutes with the total
number operator and with the occupation imbalance of every level. -/
theorem pairing_conservation (h : IsCAR (Sum.elim a b)) (e : ι → ℂ) (G : ι → ι → ℂ) :
    Commute (totalNumber a b) (hamiltonian a b e G) ∧
      ∀ m, Commute (imbalance a b m) (hamiltonian a b e G) := by
  constructor
  · -- every mode has weight one
    have hN : totalNumber a b = charge (Sum.elim a b) (fun _ => 1) := by
      simp [totalNumber, charge, Fintype.sum_sum_type, sum_add_distrib]
    rw [hN]
    exact charge_conserved h _ (fun _ _ => rfl) e G
  · -- the two modes of level `m` have opposite weights
    intro m
    have hS : imbalance a b m = charge (Sum.elim a b)
        (Sum.elim (fun k => if k = m then 1 else 0) (fun k => if k = m then -1 else 0)) := by
      simp [imbalance, charge, Fintype.sum_sum_type, ite_smul, sub_eq_add_neg]
    rw [hS]
    refine charge_conserved h _ (fun k l => ?_) e G
    by_cases hk : k = m <;> by_cases hl : l = m <;> simp [hk, hl]

end Algebra

/-- Two-by-two block matrices with entries in `R`. -/
abbrev M2 (R : Type*) := Matrix (Fin 2) (Fin 2) R

/-- Adds one mode to a family by doubling the space; the old modes get a sign on the
second block. -/
def addMode {R : Type*} [Ring R] {n : ℕ} (c : Fin n → R) : Fin (n + 1) → M2 R :=
  Fin.cons (α := fun _ => M2 R) !![0, 1; 0, 0] (fun p => !![c p, 0; 0, -c p])

/-- Adding a mode by doubling preserves the canonical anticommutation relations. -/
theorem addMode_isCAR {R : Type*} [Ring R] [StarRing R] {n : ℕ} {c : Fin n → R}
    (h : IsCAR c) : IsCAR (addMode c) := by
  have hs : ∀ x y z w : R,
      star (!![x, y; z, w] : M2 R) = !![star x, star z; star y, star w] := by
    intro x y z w
    ext i j
    fin_cases i <;> fin_cases j <;> simp [Matrix.star_apply]
  constructor <;> intro p q
  · cases p using Fin.cases <;> cases q using Fin.cases <;> ext i j <;>
      fin_cases i <;> fin_cases j <;>
      simp [addMode, h.anti]
  · cases p using Fin.cases with
    | zero =>
      cases q using Fin.cases with
      | zero =>
        rw [if_pos rfl]
        ext i j
        fin_cases i <;> fin_cases j <;> simp [addMode, hs]
      | succ q =>
        rw [if_neg (Fin.succ_ne_zero q).symm]
        ext i j
        fin_cases i <;> fin_cases j <;> simp [addMode, hs]
    | succ p =>
      cases q using Fin.cases with
      | zero =>
        rw [if_neg (Fin.succ_ne_zero p)]
        ext i j
        fin_cases i <;> fin_cases j <;> simp [addMode, hs]
      | succ q =>
        have hm := h.mixed p q
        by_cases hpq : p = q
        · subst hpq
          rw [if_pos rfl] at hm ⊢
          ext i j
          fin_cases i <;> fin_cases j <;> simp [addMode, hs, hm]
        · rw [if_neg hpq] at hm
          rw [if_neg (fun h' => hpq (Fin.succ_injective _ h'))]
          ext i j
          fin_cases i <;> fin_cases j <;> simp [addMode, hs, hm]

/-- Four modes built from the complex numbers by four doublings. -/
def fourModes : Fin 4 → M2 (M2 (M2 (M2 ℂ))) :=
  addMode (addMode (addMode (addMode (Fin.elim0 : Fin 0 → ℂ))))

/-- The four matrix modes, grouped into two levels with two modes each, satisfy the canonical
anticommutation relations. -/
theorem isCAR_witness :
    IsCAR (Sum.elim (fourModes ∘ (![0, 2] : Fin 2 → Fin 4))
      (fourModes ∘ (![1, 3] : Fin 2 → Fin 4))) := by
  have h0 : IsCAR (Fin.elim0 : Fin 0 → ℂ) := ⟨fun p => p.elim0, fun p => p.elim0⟩
  have h : IsCAR fourModes := addMode_isCAR (addMode_isCAR (addMode_isCAR (addMode_isCAR h0)))
  have hf : Function.Injective
      (Sum.elim (![0, 2] : Fin 2 → Fin 4) (![1, 3] : Fin 2 → Fin 4)) := by decide
  rw [← Sum.comp_elim]
  exact ⟨fun p q => h.anti _ _, fun p q => (h.mixed _ _).trans (by simp only [hf.eq_iff])⟩

end

end PairingConservation
```

```lean
#print axioms PairingConservation.pairing_conservation
```

```
'PairingConservation.pairing_conservation' depends on axioms: [propext, Classical.choice, Quot.sound]
```

## Reading the theorems and their proofs

The operators live in `A`, a ring with complex scalars and an adjoint `star`; matrices are one example. The hypothesis `IsCAR (Sum.elim a b)` treats both species as one family, with `.inl k` for a_k and `.inr k` for b_k. Modes of different species must therefore anticommute too, so a Jordan–Wigner encoding needs its sign strings across species. `Commute` means that the two products agree in either order.

`charge_mode` proves the shifts of single modes: its `key` is the identity for [c_p† c_p, X], and `h1` and `h2` are the two choices of X. `HasCharge.mul` adds shifts. In `charge_commutator`, `hn` removes the one-body terms, `hT` finds the shift of a pair hop, and `key` expands the commutator over the sums in H. `charge_conserved` sets the weight differences to zero, and `pairing_conservation` supplies the weights for N and S_m.

`isCAR_witness` shows that the hypothesis can be met with two levels. Each `addMode` doubles the matrix space, adds one mode and gives the old modes a sign on the second block; four doublings from the complex numbers yield the four modes.

## Scope for a simulation code

The theorems hold for any finite number of levels and need neither real e_k nor a Hermitian G. A physical Hamiltonian requires Hermiticity as a separate condition. Equal W_k is proved sufficient for conservation, not necessary.

The Hamiltonian has no single-particle hopping between levels and no mean-field pair source, so a code that adds such terms must recheck its symmetries. The file treats operator identities only: basis states, block dimensions and rounding errors do not enter it, and neither does the correctness of a particular implementation.
